# The Translation Vector of an $(n,m)$ Nanotube and the Number of Hexagons in Its Cell

A band calculation that treats a nanotube as a crystal periodic along its axis uses the length of one period and the number of atoms in it. For an ideal, unrelaxed tube rolled from a graphene sheet, both follow from the chiral indices and the lattice constant. In a nearest-neighbour $\pi$ model built on this translational cell, the count fixes the size of the Bloch matrix: two orbitals per hexagon.

Let $\mathbf a_1,\mathbf a_2$ be unit vectors at 60°, so that $\mathbf a_1\cdot\mathbf a_2=\tfrac12$, and write $(p,q)$ for $p\,\mathbf a_1+q\,\mathbf a_2$. The chiral vector is $C=(n,m)$, with integers $n,m\ge 0$ not both zero. Rolling the sheet turns $C$ into the circumference of the tube, so the tube axis is perpendicular to $C$. Put $g=\gcd(n,m)$ and $d_R=\gcd(2n+m,\,2m+n)$. Then the lattice vectors perpendicular to $C$ are exactly the integer multiples of

$$T=(t_1,t_2)=\left(\frac{2m+n}{d_R},\,-\frac{2n+m}{d_R}\right),$$

the cell spanned by $C$ and $T$ contains $2(n^2+nm+m^2)/d_R$ hexagons, and $d_R=3g$ if $3g$ divides $n-m$, otherwise $d_R=g$. The period of the tube along its axis is $|T|$, in units of the lattice constant, and each hexagon accounts for two atoms.

## Derivation from the scalar product

For a lattice vector $v=(p,q)$,

$$C\cdot v=np+mq+\tfrac12(nq+mp)=\tfrac12\big[(2n+m)p+(2m+n)q\big].$$

Since $2m+n=d_Rt_1$ and $2n+m=-d_Rt_2$, orthogonality means $d_R(t_1q-t_2p)=0$, that is, $t_1q=t_2p$. Every multiple of $T$ satisfies this. Conversely, $t_1$ and $t_2$ are coprime, so there are integers $x,y$ with $xt_1+yt_2=1$. Set $k=xp+yq$. Then

$$kt_1=xt_1p+yt_1q=(xt_1+yt_2)p=p,\qquad kt_2=xt_2p+yt_2q=(xt_1+yt_2)q=q,$$

so $v=kT$.

The number of hexagons is $|nt_2-mt_1|$, and

$$d_R(nt_2-mt_1)=-n(2n+m)-m(2m+n)=-2(n^2+nm+m^2).$$

For the length,

$$d_R^2|T|^2=(2m+n)^2+(2n+m)^2-(2m+n)(2n+m)=3(n^2+nm+m^2)=3|C|^2.$$

Finally, write $n=ga$, $m=gb$ with $a,b$ coprime. Then $d_R=gd$ with $d=\gcd(2a+b,2b+a)$. This $d$ divides $2(2a+b)-(2b+a)=3a$ and likewise $3b$, hence it divides 3. Because $2a+b=3a-(a-b)$ and $2b+a=3b+(a-b)$, $d=3$ exactly when $3\mid a-b$, which is $3g\mid n-m$.

The test must use $3g$, not 3. For $(3,0)$, 3 divides $n-m$ but $9$ does not, and $d_R=\gcd(6,3)=3=g$.

## The lattice and the tube cell in Lean

```lean
import Mathlib

open Matrix

namespace NanotubeTranslation

noncomputable section
```

The primitive vectors are explicit vectors in the real plane, with the lattice constant as unit of length.

```lean
/-- First primitive vector of the triangular lattice, in units of the lattice constant. -/
def a₁ : Fin 2 → ℝ := ![√3 / 2, 1 / 2]

/-- Second primitive vector of the triangular lattice, at 60 degrees to the first. -/
def a₂ : Fin 2 → ℝ := ![√3 / 2, -1 / 2]
```

A lattice vector is a pair of integers, and `pos` gives its position on the flat sheet. The rolling itself is not modelled.

```lean
/-- Position in the plane of the lattice vector with integer coordinates `v`. -/
def pos (v : ℤ × ℤ) : Fin 2 → ℝ := (v.1 : ℝ) • a₁ + (v.2 : ℝ) • a₂
```

The indices are natural numbers. Division in `translation` is therefore natural-number division, which rounds down; its exactness is proved below.

```lean
/-- The integer `dR = gcd(2n+m, 2m+n)` of the tube `(n,m)`. -/
def dR (n m : ℕ) : ℕ := Nat.gcd (2 * n + m) (2 * m + n)

/-- Lattice coordinates of the translation vector `T` of the tube `(n,m)`. -/
def translation (n m : ℕ) : ℤ × ℤ :=
  (((2 * m + n) / dR n m : ℕ), -(((2 * n + m) / dR n m : ℕ) : ℤ))
```

`area` is a real area, while `cells` is an integer determinant.

```lean
/-- Area of the parallelogram spanned by two vectors of the plane. -/
def area (u v : Fin 2 → ℝ) : ℝ := |u 0 * v 1 - u 1 * v 0|

/-- Absolute determinant of two lattice vectors in lattice coordinates. -/
def cells (u v : ℤ × ℤ) : ℤ := |Matrix.det !![u.1, u.2; v.1, v.2]|
```

## Orthogonality as an integer equation

The scalar product `⬝ᵥ` is expanded in components, and $\sqrt3\cdot\sqrt3=3$ removes the roots.

```lean
/-- The scalar product of two lattice vectors in lattice coordinates. -/
theorem pos_dot (u v : ℤ × ℤ) :
    pos u ⬝ᵥ pos v = (u.1 : ℝ) * v.1 + u.2 * v.2 + (u.1 * v.2 + u.2 * v.1) / 2 := by
  have h : √3 * √3 = (3 : ℝ) := Real.mul_self_sqrt (by norm_num)
  simp [pos, a₁, a₂, dotProduct, Fin.sum_univ_two]
  linear_combination ((u.1 : ℝ) + u.2) * (v.1 + v.2) / 4 * h
```

The next theorem justifies counting by determinant: the real area is `cells u v` times that of a primitive cell, which holds one hexagon.

```lean
/-- The parallelogram spanned by two lattice vectors has the area of `cells u v`
primitive cells. -/
theorem area_eq_cells (u v : ℤ × ℤ) :
    area (pos u) (pos v) = (cells u v : ℝ) * area a₁ a₂ := by
  unfold cells area
  rw [Matrix.det_fin_two_of, Int.cast_abs, ← abs_mul]
  congr 1
  simp [pos]
  ring
```

Doubling the scalar product gives the integer equation; the casts carry it between reals and integers.

```lean
/-- A lattice vector is perpendicular to the chiral vector `(n,m)` exactly when its
coordinates solve a linear equation in integers. -/
theorem orthogonal_iff (n m : ℕ) (v : ℤ × ℤ) :
    pos (n, m) ⬝ᵥ pos v = 0 ↔ (2 * n + m : ℤ) * v.1 + (2 * m + n) * v.2 = 0 := by
  have hd : pos (n, m) ⬝ᵥ pos v
      = (n : ℝ) * v.1 + m * v.2 + (n * v.2 + m * v.1) / 2 :=
    (pos_dot _ _).trans (by simp)
  rw [hd]
  constructor
  · intro h
    have h' : (((2 * n + m : ℤ) * v.1 + (2 * m + n) * v.2 : ℤ) : ℝ) = 0 := by
      push_cast
      linear_combination 2 * h
    exact_mod_cast h'
  · intro h
    have h' : (((2 * n + m : ℤ) * v.1 + (2 * m + n) * v.2 : ℤ) : ℝ) = 0 := by
      rw [h, Int.cast_zero]
    push_cast at h'
    linear_combination h' / 2
```

## The perpendicular lattice vectors

Since $d_R$ divides both numerators, nothing is lost in rounding.

```lean
/-- The divisions in the definition of `T` are exact. -/
theorem dR_mul_translation (n m : ℕ) :
    (dR n m : ℤ) * (translation n m).1 = 2 * m + n ∧
      (dR n m : ℤ) * (translation n m).2 = -(2 * n + m) := by
  have h1 : dR n m * ((2 * m + n) / dR n m) = 2 * m + n :=
    Nat.mul_div_cancel' (Nat.gcd_dvd_right _ _)
  have h2 : dR n m * ((2 * n + m) / dR n m) = 2 * n + m :=
    Nat.mul_div_cancel' (Nat.gcd_dvd_left _ _)
  have h1' : (dR n m : ℤ) * (((2 * m + n) / dR n m : ℕ) : ℤ) = 2 * m + n := by
    exact_mod_cast h1
  have h2' : (dR n m : ℤ) * (((2 * n + m) / dR n m : ℕ) : ℤ) = 2 * n + m := by
    exact_mod_cast h2
  refine ⟨h1', ?_⟩
  show (dR n m : ℤ) * -(((2 * n + m) / dR n m : ℕ) : ℤ) = _
  rw [mul_neg, h2']
```

In the main theorem, `hxy` is the Bézout identity, `e` is $t_1q-t_2p=0$, and the witness `x * v.1 + y * v.2` is the $k$ found above. Each `linear_combination` checks one of the hand identities.

The hypothesis `h` excludes $n=m=0$. There $C=0$ is perpendicular to every lattice vector, including $(1,0)$ and $(0,1)$, which are not integer multiples of any one vector.

```lean
/-- The lattice vectors perpendicular to the chiral vector `(n,m)` are exactly the integer
multiples of the translation vector `T`. -/
theorem orthogonal_iff_multiple (n m : ℕ) (h : n ≠ 0 ∨ m ≠ 0) (v : ℤ × ℤ) :
    pos (n, m) ⬝ᵥ pos v = 0 ↔ ∃ k : ℤ, v = k • translation n m := by
  obtain ⟨h1, h2⟩ := dR_mul_translation n m
  rw [orthogonal_iff]
  constructor
  · intro hv
    have hpos : 0 < dR n m := Nat.gcd_pos_of_pos_left _ (by omega)
    have hd : (dR n m : ℤ) ≠ 0 := by exact_mod_cast hpos.ne'
    -- the components of `T` are coprime, which gives a Bézout identity
    have hc : IsCoprime (((2 * n + m) / dR n m : ℕ) : ℤ) (((2 * m + n) / dR n m : ℕ) : ℤ) :=
      Nat.isCoprime_iff_coprime.2 (Nat.coprime_div_gcd_div_gcd hpos)
    have hT : IsCoprime (translation n m).1 (translation n m).2 := hc.symm.neg_right
    obtain ⟨x, y, hxy⟩ := hT
    have e0 : (dR n m : ℤ) * ((translation n m).1 * v.2 - (translation n m).2 * v.1) = 0 := by
      linear_combination hv + v.2 * h1 - v.1 * h2
    have e := (mul_eq_zero.1 e0).resolve_left hd
    refine ⟨x * v.1 + y * v.2, Prod.ext ?_ ?_⟩
    · simp only [Prod.smul_fst, smul_eq_mul]
      linear_combination -v.1 * hxy - y * e
    · simp only [Prod.smul_snd, smul_eq_mul]
      linear_combination -v.2 * hxy + x * e
  · rintro ⟨k, rfl⟩
    simp only [Prod.smul_fst, Prod.smul_snd, smul_eq_mul]
    linear_combination k * (translation n m).1 * h2 - k * (translation n m).2 * h1
```

## Hexagon count and length

The count is stated multiplied by $d_R$; for a nonzero chiral vector, dividing by $d_R>0$ gives the formula above.

```lean
/-- The number of primitive cells spanned by the chiral vector and `T`, multiplied by `dR`,
is `2(n² + nm + m²)`. -/
theorem cells_mul_dR (n m : ℕ) :
    cells (n, m) (translation n m) * dR n m = 2 * ((n : ℤ) ^ 2 + n * m + m ^ 2) := by
  obtain ⟨h1, h2⟩ := dR_mul_translation n m
  have hd : (0 : ℤ) ≤ dR n m := by positivity
  have key : ((n : ℤ) * (translation n m).2 - m * (translation n m).1) * dR n m
      = -(2 * ((n : ℤ) ^ 2 + n * m + m ^ 2)) := by
    linear_combination (n : ℤ) * h2 - m * h1
  unfold cells
  rw [Matrix.det_fin_two_of]
  show |(n : ℤ) * (translation n m).2 - m * (translation n m).1| * (dR n m : ℤ) = _
  have hN : (0 : ℤ) ≤ 2 * ((n : ℤ) ^ 2 + n * m + m ^ 2) := by positivity
  rw [← abs_of_nonneg hd, ← abs_mul, key, abs_neg, abs_of_nonneg hN]

/-- The squared lengths of `T` and of the chiral vector `C` obey `dR² |T|² = 3 |C|²`. -/
theorem translation_length (n m : ℕ) :
    (dR n m : ℝ) ^ 2 * (pos (translation n m) ⬝ᵥ pos (translation n m))
      = 3 * (pos (n, m) ⬝ᵥ pos (n, m)) := by
  obtain ⟨h1, h2⟩ := dR_mul_translation n m
  have h1' : (dR n m : ℝ) * (translation n m).1 = 2 * m + n := by exact_mod_cast h1
  have h2' : (dR n m : ℝ) * (translation n m).2 = -(2 * n + m) := by exact_mod_cast h2
  have hC : pos (n, m) ⬝ᵥ pos (n, m) = (n : ℝ) * n + m * m + (n * m + m * n) / 2 :=
    (pos_dot _ _).trans (by simp)
  rw [hC, pos_dot]
  linear_combination ((dR n m : ℝ) * (translation n m).1 + (2 * m + n)
      + dR n m * (translation n m).2) * h1'
    + ((dR n m : ℝ) * (translation n m).2 - (2 * n + m) + (2 * m + n)) * h2'
```

## The value of $d_R$

For coprime indices, `ha` and `hb` are the divisibilities of $3a$ and $3b$, and `h3` concludes $d\mid3$. The two cases then settle whether $d$ is 3 or 1, with `omega` handling the remainders.

```lean
/-- For coprime indices, `dR` is 3 if the indices agree modulo 3, and 1 otherwise. -/
theorem dR_coprime {a b : ℕ} (hab : Nat.Coprime a b) :
    dR a b = if (3 : ℤ) ∣ (a : ℤ) - b then 3 else 1 := by
  have hl : dR a b ∣ 2 * a + b := Nat.gcd_dvd_left _ _
  have hr : dR a b ∣ 2 * b + a := Nat.gcd_dvd_right _ _
  have ha : dR a b ∣ 3 * a := (Nat.dvd_add_right hr).1 (by
    rw [show 2 * b + a + 3 * a = 2 * (2 * a + b) by ring]
    exact Dvd.dvd.mul_left hl 2)
  have hb : dR a b ∣ 3 * b := (Nat.dvd_add_right hl).1 (by
    rw [show 2 * a + b + 3 * b = 2 * (2 * b + a) by ring]
    exact Dvd.dvd.mul_left hr 2)
  -- hence `dR` divides 3
  have h3 : dR a b ∣ 3 := by
    have h := Nat.dvd_gcd ha hb
    rwa [Nat.gcd_mul_left, Nat.Coprime.gcd_eq_one hab, mul_one] at h
  by_cases h : (3 : ℤ) ∣ (a : ℤ) - b
  · rw [if_pos h]
    have h3' : 3 ∣ dR a b := Nat.dvd_gcd (by omega) (by omega)
    exact Nat.dvd_antisymm h3 h3'
  · rw [if_neg h]
    rcases (Nat.dvd_prime Nat.prime_three).1 h3 with h' | h'
    · exact h'
    · rw [h'] at hl hr
      omega
```

The general case factors out $g$ in `e`, and `key` translates the divisibility condition.

```lean
/-- With `g = gcd(n,m)`, `dR` equals `3g` if `3g` divides `n - m`, and `g` otherwise. -/
theorem dR_eq (n m : ℕ) :
    dR n m = if 3 * (Nat.gcd n m : ℤ) ∣ (n : ℤ) - m
      then 3 * Nat.gcd n m else Nat.gcd n m := by
  rcases Nat.eq_zero_or_pos (Nat.gcd n m) with h0 | hg
  · obtain ⟨rfl, rfl⟩ := Nat.gcd_eq_zero_iff.1 h0
    simp [dR]
  · obtain ⟨a, b, hab, hn, hm⟩ := Nat.exists_coprime n m
    generalize Nat.gcd n m = g at hn hm hg ⊢
    subst hn hm
    -- factor out the common divisor
    have e : dR (a * g) (b * g) = dR a b * g := by
      unfold dR
      rw [← Nat.gcd_mul_right]
      congr 1 <;> ring
    have hg' : (g : ℤ) ≠ 0 := by exact_mod_cast hg.ne'
    have key : 3 * (g : ℤ) ∣ ((a * g : ℕ) : ℤ) - ((b * g : ℕ) : ℤ) ↔ (3 : ℤ) ∣ (a : ℤ) - b := by
      rw [show ((a * g : ℕ) : ℤ) - ((b * g : ℕ) : ℤ) = ((a : ℤ) - b) * g by push_cast; ring]
      exact mul_dvd_mul_iff_right hg'
    rw [e, dR_coprime hab]
    by_cases h : (3 : ℤ) ∣ (a : ℤ) - b
    · rw [if_pos h, if_pos (key.2 h)]
    · rw [if_neg h, if_neg (fun h' => h (key.1 h')), one_mul]
```

For $n>0$, the armchair tube $(n,n)$ has $d_R=3n$ and the zigzag tube $(n,0)$ has $d_R=n$, so their translation vectors do not depend on the diameter.

```lean
/-- The armchair tube `(n,n)` has `T = (1,-1)` and the zigzag tube `(n,0)` has `T = (1,-2)`. -/
theorem translation_armchair_zigzag (n : ℕ) (hn : 0 < n) :
    translation n n = (1, -1) ∧ translation n 0 = (1, -2) := by
  constructor
  · have hd : dR n n = 2 * n + n := Nat.gcd_self _
    have e : (2 * n + n) / (2 * n + n) = 1 := Nat.div_self (by omega)
    have h : translation n n = (((1 : ℕ) : ℤ), -((1 : ℕ) : ℤ)) := by
      rw [translation, hd, e]
    exact h.trans (by norm_num)
  · have hd : dR n 0 = n := by simp [dR]
    have e1 : (2 * 0 + n) / n = 1 := by
      rw [show 2 * 0 + n = n by omega]
      exact Nat.div_self hn
    have e2 : (2 * n + 0) / n = 2 := Nat.mul_div_cancel 2 hn
    have h : translation n 0 = (((1 : ℕ) : ℤ), -((2 : ℕ) : ℤ)) := by
      rw [translation, hd, e1, e2]
    exact h.trans (by norm_num)

end

end NanotubeTranslation
```

```lean
#print axioms NanotubeTranslation.orthogonal_iff_multiple
#print axioms NanotubeTranslation.translation_length
#print axioms NanotubeTranslation.dR_eq
#print axioms NanotubeTranslation.translation_armchair_zigzag
```

```
'NanotubeTranslation.orthogonal_iff_multiple' depends on axioms: [propext, Classical.choice, Quot.sound]
'NanotubeTranslation.translation_length' depends on axioms: [propext, Classical.choice, Quot.sound]
'NanotubeTranslation.dR_eq' depends on axioms: [propext, Classical.choice, Quot.sound]
'NanotubeTranslation.translation_armchair_zigzag' depends on axioms: [propext, Quot.sound]
```
